# McWeeny iterates started from 1/2 − cH on a bipartite lattice keep 1/2 on the diagonal and no other entries within a sublattice

Let H be the real one-electron Hamiltonian of non-interacting electrons on a lattice with one orthonormal orbital per site, and let P be the density matrix of one spin species at half filling, approximated by repeating the McWeeny step P ↦ 3P² − 2P³ from P₀ = 1/2 − cH with c real. The lattice is bipartite: site i carries a sign sᵢ = ±1 that names its sublattice, J is the diagonal matrix of these signs, and JHJ = −H.

```lean
import Mathlib

open Matrix Filter Topology

namespace BipartitePurification

noncomputable section

variable {ι : Type*} [Fintype ι] [DecidableEq ι]

/-- A labelling of the sites by `+1` on one sublattice and `-1` on the other. -/
def IsSublatticeSign (s : ι → ℝ) : Prop := ∀ i, s i = 1 ∨ s i = -1

/-- The diagonal matrix `J` that multiplies the amplitude on each site by its sign. -/
def sublatticeJ (s : ι → ℝ) : Matrix ι ι ℝ := Matrix.diagonal s

/-- One McWeeny purification step, `P ↦ 3P² - 2P³`. -/
def mcWeeny (P : Matrix ι ι ℝ) : Matrix ι ι ℝ := 3 * P ^ 2 - 2 * P ^ 3

/-- The McWeeny iterates started from `P₀ = 1/2 - cH`. -/
def purify (c : ℝ) (H : Matrix ι ι ℝ) : ℕ → Matrix ι ι ℝ
  | 0 => (1 / 2 : ℝ) • (1 : Matrix ι ι ℝ) - c • H
  | n + 1 => mcWeeny (purify c H n)

/-- Conjugation by `J` multiplies each matrix element by the signs of its two sites. -/
theorem conj_apply (s : ι → ℝ) (A : Matrix ι ι ℝ) (i j : ι) :
    (sublatticeJ s * A * sublatticeJ s) i j = s i * A i j * s j := by
  unfold sublatticeJ
  rw [Matrix.mul_diagonal, Matrix.diagonal_mul]

/-- For a sublattice labelling, `JHJ = -H` holds exactly when `H` has no matrix elements
between sites of the same sublattice, on-site elements included. -/
theorem bipartite_iff {s : ι → ℝ} (hs : IsSublatticeSign s) (H : Matrix ι ι ℝ) :
    sublatticeJ s * H * sublatticeJ s = -H ↔ ∀ i j, s i = s j → H i j = 0 := by
  constructor
  · intro h i j hij
    have e := congrFun (congrFun h i) j
    rw [conj_apply, Matrix.neg_apply, hij] at e
    rcases hs j with a | a <;> rw [a] at e <;> linarith
  · intro h
    ext i j
    rw [conj_apply, Matrix.neg_apply]
    by_cases hij : s i = s j
    · rw [h i j hij]
      simp
    · rcases hs i with a | a <;> rcases hs j with b | b
      · exact absurd (a.trans b.symm) hij
      · rw [a, b]; ring
      · rw [a, b]; ring
      · exact absurd (a.trans b.symm) hij

/-- For a sublattice labelling, `JPJ = 1 - P` holds exactly when `P` restricted to pairs of
sites on the same sublattice is half the identity. -/
theorem particle_hole_iff {s : ι → ℝ} (hs : IsSublatticeSign s) (P : Matrix ι ι ℝ) :
    sublatticeJ s * P * sublatticeJ s = 1 - P ↔
      ∀ i j, s i = s j → P i j = if i = j then (1 / 2 : ℝ) else 0 := by
  constructor
  · intro h i j hij
    have e := congrFun (congrFun h i) j
    rw [conj_apply, Matrix.sub_apply, Matrix.one_apply, hij] at e
    rcases hs j with a | a <;> rw [a] at e <;> split_ifs at e ⊢ <;> linarith
  · intro h
    ext i j
    rw [conj_apply, Matrix.sub_apply, Matrix.one_apply]
    by_cases hij : s i = s j
    · rw [h i j hij, hij]
      rcases hs j with a | a <;> rw [a] <;> split_ifs <;> norm_num
    · have hne : i ≠ j := fun e => hij (by rw [e])
      rw [if_neg hne]
      rcases hs i with a | a <;> rcases hs j with b | b
      · exact absurd (a.trans b.symm) hij
      · rw [a, b]; ring
      · rw [a, b]; ring
      · exact absurd (a.trans b.symm) hij

/-- The McWeeny step treats particles and holes alike: purifying `1 - P` gives one minus
the purified `P`. -/
theorem mcWeeny_hole (P : Matrix ι ι ℝ) : mcWeeny (1 - P) = 1 - mcWeeny P := by
  unfold mcWeeny
  noncomm_ring

/-- The McWeeny step commutes with conjugation by any matrix `J` with `J² = 1`. -/
theorem mcWeeny_conj {J : Matrix ι ι ℝ} (hJ : J * J = 1) (P : Matrix ι ι ℝ) :
    mcWeeny (J * P * J) = J * mcWeeny P * J := by
  have h2 : (J * P * J) ^ 2 = J * P ^ 2 * J := by
    calc (J * P * J) ^ 2 = J * P * (J * J) * P * J := by noncomm_ring
      _ = J * P ^ 2 * J := by rw [hJ]; noncomm_ring
  have h3 : (J * P * J) ^ 3 = J * P ^ 3 * J := by
    calc (J * P * J) ^ 3 = J * P * (J * J) * P * (J * J) * P * J := by noncomm_ring
      _ = J * P ^ 3 * J := by rw [hJ]; noncomm_ring
  unfold mcWeeny
  rw [h2, h3]
  noncomm_ring

/-- For a bipartite Hamiltonian, `JHJ = -H`, every McWeeny iterate from `1/2 - cH` obeys
`J Pₙ J = 1 - Pₙ`; its diagonal entries are `1/2` and its off-diagonal entries within a
sublattice vanish. -/
theorem purify_bipartite {s : ι → ℝ} (hs : IsSublatticeSign s) {H : Matrix ι ι ℝ}
    (hH : sublatticeJ s * H * sublatticeJ s = -H) (c : ℝ) (n : ℕ) :
    sublatticeJ s * purify c H n * sublatticeJ s = 1 - purify c H n ∧
      (∀ i, purify c H n i i = 1 / 2) ∧
      ∀ i j, i ≠ j → s i = s j → purify c H n i j = 0 := by
  have hJ : sublatticeJ s * sublatticeJ s = 1 := by
    unfold sublatticeJ
    rw [Matrix.diagonal_mul_diagonal, ← Matrix.diagonal_one]
    congr 1
    funext i
    rcases hs i with h | h <;> simp [h]
  have key : sublatticeJ s * purify c H n * sublatticeJ s = 1 - purify c H n := by
    induction n with
    | zero =>
      -- the starting guess obeys `J P₀ J = 1 - P₀` because `JHJ = -H`
      have e : sublatticeJ s * ((1 / 2 : ℝ) • (1 : Matrix ι ι ℝ) - c • H) * sublatticeJ s
          = (1 / 2 : ℝ) • (sublatticeJ s * sublatticeJ s)
            - c • (sublatticeJ s * H * sublatticeJ s) := by
        simp only [mul_sub, sub_mul, Matrix.mul_smul, Matrix.smul_mul, mul_one]
      unfold purify
      rw [e, hJ, hH]
      module
    | succ k ih =>
      -- the purification step preserves the symmetry
      change sublatticeJ s * mcWeeny (purify c H k) * sublatticeJ s
        = 1 - mcWeeny (purify c H k)
      rw [← mcWeeny_conj hJ, ih, mcWeeny_hole]
  have hE := (particle_hole_iff hs _).1 key
  refine ⟨key, fun i => ?_, fun i j hne hij => ?_⟩
  · rw [hE i i rfl, if_pos rfl]
  · rw [hE i j hij, if_neg hne]

/-- For a bipartite Hamiltonian the trace of every McWeeny iterate from `1/2 - cH` is half
the number of sites. -/
theorem purify_trace {s : ι → ℝ} (hs : IsSublatticeSign s) {H : Matrix ι ι ℝ}
    (hH : sublatticeJ s * H * sublatticeJ s = -H) (c : ℝ) (n : ℕ) :
    (purify c H n).trace = (Fintype.card ι : ℝ) / 2 := by
  have hd := (purify_bipartite hs hH c n).2.1
  simp only [Matrix.trace, Matrix.diag_apply, hd, Finset.sum_const, Finset.card_univ,
    nsmul_eq_mul]
  ring

/-- If the McWeeny iterates of a bipartite Hamiltonian converge to `P`, then `P` also obeys
`JPJ = 1 - P`. -/
theorem limit_particle_hole {s : ι → ℝ} (hs : IsSublatticeSign s) {H P : Matrix ι ι ℝ}
    (hH : sublatticeJ s * H * sublatticeJ s = -H) (c : ℝ)
    (hP : Tendsto (purify c H) atTop (𝓝 P)) :
    sublatticeJ s * P * sublatticeJ s = 1 - P := by
  rw [particle_hole_iff hs]
  intro i j hij
  -- a same-sublattice entry is constant along the iteration
  have h1 : Tendsto (fun n => purify c H n i j) atTop (𝓝 (P i j)) :=
    ((continuous_id.matrix_elem i j).tendsto P).comp hP
  have h2 : (fun n => purify c H n i j) = fun _ => if i = j then (1 / 2 : ℝ) else 0 := by
    funext n
    exact (particle_hole_iff hs _).1 (purify_bipartite hs hH c n).1 i j hij
  rw [h2] at h1
  exact tendsto_nhds_unique h1 tendsto_const_nhds

/-- For a symmetric idempotent density matrix with `JPJ = 1 - P`, the squared bond orders
from any site to the opposite sublattice sum to `1/4`. -/
theorem bond_order_sum_rule {s : ι → ℝ} (hs : IsSublatticeSign s) {P : Matrix ι ι ℝ}
    (hT : Pᵀ = P) (hid : P * P = P)
    (hP : sublatticeJ s * P * sublatticeJ s = 1 - P) (i : ι) :
    ∑ j with s j ≠ s i, P i j ^ 2 = 1 / 4 := by
  have hE := (particle_hole_iff hs P).1 hP
  -- idempotency fixes the sum over all sites
  have hsum : ∑ j, P i j ^ 2 = 1 / 2 := by
    calc ∑ j, P i j ^ 2 = (P * P) i i := by
          rw [Matrix.mul_apply]
          refine Finset.sum_congr rfl fun j _ => ?_
          have e : P j i = P i j := congrFun (congrFun hT i) j
          rw [e, sq]
      _ = 1 / 2 := by rw [hid, hE i i rfl, if_pos rfl]
  -- on the site's own sublattice only the diagonal entry contributes
  have hpt : ∀ j, (if s j ≠ s i then P i j ^ 2 else 0)
      = P i j ^ 2 - if i = j then (1 / 4 : ℝ) else 0 := by
    intro j
    by_cases h : s j = s i
    · rw [if_neg (not_not.mpr h), hE i j h.symm]
      split_ifs <;> norm_num
    · have hne : i ≠ j := fun e => h (by rw [e])
      rw [if_pos h, if_neg hne, sub_zero]
  rw [Finset.sum_filter, Finset.sum_congr rfl (fun j _ => hpt j), Finset.sum_sub_distrib,
    hsum, Finset.sum_ite_eq, if_pos (Finset.mem_univ i)]
  norm_num

/-- The two-site dimer with hopping `-1` is bipartite, and the matrix with all entries `1/2` is
symmetric, idempotent and obeys `JPJ = 1 - P`. -/
theorem dimer_witness :
    IsSublatticeSign ![(1 : ℝ), -1] ∧
    sublatticeJ ![(1 : ℝ), -1] * !![0, -1; -1, 0] * sublatticeJ ![(1 : ℝ), -1]
      = -!![0, -1; -1, 0] ∧
    (!![1 / 2, 1 / 2; 1 / 2, 1 / 2] : Matrix (Fin 2) (Fin 2) ℝ)ᵀ
      = !![1 / 2, 1 / 2; 1 / 2, 1 / 2] ∧
    (!![1 / 2, 1 / 2; 1 / 2, 1 / 2] : Matrix (Fin 2) (Fin 2) ℝ)
      * !![1 / 2, 1 / 2; 1 / 2, 1 / 2] = !![1 / 2, 1 / 2; 1 / 2, 1 / 2] ∧
    sublatticeJ ![(1 : ℝ), -1] * !![1 / 2, 1 / 2; 1 / 2, 1 / 2] * sublatticeJ ![(1 : ℝ), -1]
      = 1 - !![1 / 2, 1 / 2; 1 / 2, 1 / 2] := by
  refine ⟨?_, ?_, ?_, ?_, ?_⟩
  · intro i
    fin_cases i <;> simp
  · ext i j
    rw [conj_apply]
    fin_cases i <;> fin_cases j <;> norm_num
  · ext i j
    fin_cases i <;> fin_cases j <;> norm_num [Matrix.transpose_apply]
  · ext i j
    fin_cases i <;> fin_cases j <;> norm_num [Matrix.mul_apply, Fin.sum_univ_succ]
  · ext i j
    rw [conj_apply, Matrix.sub_apply, Matrix.one_apply]
    fin_cases i <;> fin_cases j <;> norm_num

end

end BipartitePurification
```

```lean
#print axioms BipartitePurification.purify_bipartite
#print axioms BipartitePurification.purify_trace
#print axioms BipartitePurification.limit_particle_hole
#print axioms BipartitePurification.bond_order_sum_rule
```

```
'BipartitePurification.purify_bipartite' depends on axioms: [propext, Classical.choice, Quot.sound]
'BipartitePurification.purify_trace' depends on axioms: [propext, Classical.choice, Quot.sound]
'BipartitePurification.limit_particle_hole' depends on axioms: [propext, Classical.choice, Quot.sound]
'BipartitePurification.bond_order_sum_rule' depends on axioms: [propext, Classical.choice, Quot.sound]
```

## Sites, signs and the zero of energy

The finite type `ι` is the set of sites, and a `Matrix ι ι ℝ` is a one-particle operator in the site basis. The function `s` gives the signs, `IsSublatticeSign s` says that each is 1 or −1, and `sublatticeJ s` is J. The recursive function `purify c H n` is the iterate Pₙ. A bare number in a matrix equation means that multiple of the identity.

The condition JHJ = −H stands for a model in which electrons hop only between opposite sublattices and all on-site energies are equal and taken as zero. Nearest-neighbour Hückel theory of an alternant hydrocarbon is of this kind, as is the nearest-neighbour tight-binding model of a finite graphene flake. The starting matrix contains no separate chemical potential, so it too sits at zero, which is half filling.

In practice c is positive and small enough to put the eigenvalues of P₀ between 0 and 1. The theorems allow any real c, and H need not be symmetric.

Two names need care. The lemma names speak of particles and holes, but JHJ = −H is what condensed-matter texts usually call chiral or sublattice symmetry. The "bond order" here is the entry Pᵢⱼ for one spin; the Coulson bond order of a closed shell is 2Pᵢⱼ.

## What the symmetry says entry by entry

Conjugation by J multiplies each entry by two signs:

(JAJ)ᵢⱼ = sᵢ Aᵢⱼ sⱼ.

The product sᵢsⱼ is 1 within a sublattice and −1 between sublattices. For H, the equation JHJ = −H therefore reads Hᵢⱼ = −Hᵢⱼ within a sublattice, which forces Hᵢⱼ = 0. Between sublattices it reads −Hᵢⱼ = −Hᵢⱼ and imposes nothing. This is `bipartite_iff`.

For a density matrix the corresponding relation is JPJ = 1 − P. Within a sublattice it reads

Pᵢⱼ = δᵢⱼ − Pᵢⱼ, hence Pᵢⱼ = δᵢⱼ/2,

where δᵢⱼ is 1 if i = j and 0 otherwise. Between sublattices i ≠ j, so both sides equal −Pᵢⱼ. This is `particle_hole_iff`: the symmetry is equivalent to having half the identity in each same-sublattice block.

In Lean, `conj_apply` supplies the entry formula. The forward direction of each equivalence extracts a single entry of the matrix equation with `congrFun`, and the reverse direction reduces the matrix equation to its entries with `ext`. Splitting on the values of the signs with `rcases` then leaves linear equations in one real number.

## Why a purification step preserves it

Write f(P) = 3P² − 2P³. Two identities are needed. The first exchanges occupied and empty:

f(1 − P) = 3(1 − 2P + P²) − 2(1 − 3P + 3P² − P³)
= 1 − 3P² + 2P³
= 1 − f(P).

The second uses J² = 1, which holds because every sign squares to 1:

(JPJ)² = JP(JJ)PJ = JP²J,
(JPJ)³ = JP(JJ)P(JJ)PJ = JP³J,

so f(JPJ) = J f(P) J. These are `mcWeeny_hole` and `mcWeeny_conj`; `noncomm_ring` does the expansion without assuming that matrices commute.

The main theorem, `purify_bipartite`, is an induction on n. At the start,

JP₀J = (1/2)J² − cJHJ = 1/2 + cH = 1 − P₀.

If JPₙJ = 1 − Pₙ, then

JPₙ₊₁J = f(JPₙJ) = f(1 − Pₙ) = 1 − Pₙ₊₁.

The rewrite `← mcWeeny_conj hJ, ih, mcWeeny_hole` performs these equalities in the same order. Applying `particle_hole_iff` to the result gives the other two conclusions: for every n, each diagonal entry of Pₙ is 1/2, and each off-diagonal entry within a sublattice is zero.

Another view of the same cancellation comes from writing P = 1/2 + X. The step becomes

X ↦ (3/2)X − 2X³,

which contains only odd powers. An odd number of hops always ends on the opposite sublattice.

## A three-site chain

Take sites 0, 1, 2 with signs 1, −1, 1 and hopping −1 between neighbours. Then H = −A, where A has entries 1 for the pairs (0,1), (1,0), (1,2), (2,1) and 0 elsewhere. With c = 1/4,

P₀ = 1/2 + A/4.

The end sites 0 and 2 share a sublattice. Squaring and cubing P₀ produce entries between them:

(P₀²)₀₂ = 1/16, (P₀³)₀₂ = 3/32.

The McWeeny combination removes them:

(P₁)₀₂ = 3/16 − 6/32 = 0.

At the end site, (P₀²)₀₀ = 5/16 and (P₀³)₀₀ = 7/32, so

(P₁)₀₀ = 15/16 − 14/32 = 1/2.

For a bond, (P₀²)₀₁ = 1/4 and (P₀³)₀₁ = 7/32, so

(P₁)₀₁ = 3/4 − 14/32 = 5/16.

Thus P₁ = 1/2 + (5/16)A. Since A³ = 2A, later steps change only the coefficient x of A, by x ↦ (3/2)x − 4x³. Its values 1/4, 5/16, 355/1024, … approach 1/(2√2) ≈ 0.354.

The example also shows where a saving in a sparse calculation lies. The same-sublattice blocks of each iterate are known in advance and need not be stored, but the intermediate product P² does have entries there.

## Electron count, limits and bond orders

Summing the diagonal gives `purify_trace`: the trace of every iterate is N/2, where N is the number of sites. With two spin species this is one electron per site on average, and the diagonal entries say that it holds at each site separately. For these non-interacting models, purification at half filling therefore needs no adjustment of the chemical potential to hold the electron count.

The theorem `limit_particle_hole` concerns a matrix P to which the iterates converge. The hypothesis `Tendsto (purify c H) atTop (𝓝 P)` is convergence of matrices, which for finite matrices means convergence of every entry. Each same-sublattice entry is a constant sequence, equal to 1/2 on the diagonal and 0 off it, so its limit is that constant. Uniqueness of limits and `particle_hole_iff` then give JPJ = 1 − P.

The last general result, `bond_order_sum_rule`, takes a symmetric P with P² = P and JPJ = 1 − P. For a fixed site i,

∑ⱼ Pᵢⱼ² = ∑ⱼ PᵢⱼPⱼᵢ = (P²)ᵢᵢ = Pᵢᵢ = 1/2.

On the site's own sublattice only j = i contributes, and it contributes 1/4. The remainder, over all sites of the opposite sublattice, is

∑ Pᵢⱼ² = 1/2 − 1/4 = 1/4.

The sum includes distant sites as well as bonded neighbours. In Lean, `hsum` is the first calculation, and `hpt` writes each term of the restricted sum as the full term minus the diagonal contribution.

In terms of closed-shell Coulson bond orders the sum is 1. A site therefore has a fixed total of squared bond order to share out, so if one squared bond order grows, the sum of the others falls by the same amount.

The three-site chain shows the role of idempotency. Its limit 1/2 + A/(2√2) is symmetric and has the sublattice symmetry, but the zero-energy orbital keeps occupation 1/2, so P² ≠ P. From an end site the sum is then 1/8, not 1/4.

The theorem `dimer_witness` gives a case where the sum rule does apply. Two sites with hopping −1 form a bipartite Hamiltonian, and the matrix with all four entries 1/2 is symmetric, idempotent and obeys JPJ = 1 − P. It projects onto the normalised bonding orbital (1, 1)/√2, and its single bond gives (1/2)² = 1/4.

## From the iterates to the ground state

The step left to the user is convergence to the ground-state density matrix, the projector onto the negative-energy orbitals. A sufficient setting is a symmetric H without zero eigenvalues and a positive c for which P₀ has its spectrum between 0 and 1. The symmetry of the iterates depends on none of this, so in a code that runs this McWeeny iteration from 1/2 − cH on such a model, a diagonal entry that drifts from 1/2 points to truncation, rounding or a programming error, and not to incomplete convergence.
